# The squared polarization gradient in TPSS from two spin densities and three gradient invariants

At any point where two spin densities are differentiable and their sum is not zero, the squared length of the gradient of the spin polarization is an explicit rational expression in the two densities and the three scalar products of their gradients. The polarization itself never has to be differentiated numerically.

The quantity matters in the TPSS meta-GGA, whose correlation part depends on how fast the spin polarization varies in space. Many density-functional programs pass a functional the spin densities and the scalar products of their gradients, but not the gradient of the polarization. The parts below supply the conversion at a single point; they concern this one ingredient and say nothing about the TPSS energy as a whole.

## Densities, invariants and the variable ξ

Write u and d for the spin-up and spin-down densities, often written n↑ and n↓, and n = u + d for the total density. The letter d is a density here, never a differential. The densities are real functions on a space `E`, a complete real inner product space. Ordinary three-dimensional space is the physical case, and every finite-dimensional Euclidean space qualifies.

```lean
import Mathlib

open InnerProductSpace

namespace TPSSPolarizationGradient

noncomputable section

variable {E : Type*} [NormedAddCommGroup E] [InnerProductSpace ℝ E] [CompleteSpace E]
```

The relative spin polarization is

ζ = (u − d)/n.

It is +1 where only spin-up electrons are present and 0 where the two spin densities are equal.

```lean
/-- The relative spin polarization `ζ = (u - d) / (u + d)` of the spin densities `u` and `d`,
meant for points where the total density `u + d` is nonzero. -/
def polarization (u d : E → ℝ) (x : E) : ℝ := (u x - d x) / (u x + d x)
```

The gradient invariants are the scalar products

σ_uu = ∇u · ∇u,  σ_ud = ∇u · ∇d,  σ_dd = ∇d · ∇d.

In Lean they are `sigma u u x`, `sigma u d x` and `sigma d d x`, where `x` is the point. Here `gradient` is the vector whose scalar product with a displacement gives the first-order change of the function.

```lean
/-- The gradient invariant `σ_fg = ∇f · ∇g` of two densities at a point. -/
def sigma (f g : E → ℝ) (x : E) : ℝ := inner ℝ (gradient f x) (gradient g x)
```

TPSS measures the variation of ζ on the scale of the Fermi wave vector:

ξ = |∇ζ| / (2(3π²n)^(1/3)).

The factor (3π²n)^(1/3) is the Fermi wave vector of an unpolarized uniform electron gas of density n in three dimensions. The definition can be written down for any `E`, but the constant 3π² has this meaning only in three.

```lean
/-- The TPSS variable `ξ = |∇ζ| / (2 (3π² n)^(1/3))` with `n = u + d`,
meant for points where `n` is positive. -/
def tpssXi (u d : E → ℝ) (x : E) : ℝ :=
  ‖gradient (polarization u d) x‖ / (2 * (3 * Real.pi ^ 2 * (u x + d x)) ^ (1 / 3 : ℝ))
```

Applying the results to a calculation requires identifying u and d with the computed spin densities and knowing that these are differentiable at the chosen point. Densities built from finitely many Gaussian basis functions are smooth everywhere, whereas the exact electron density has a cusp at a point nucleus.

## (a) The gradient of ζ

**Task.** Let u and d be differentiable at x, with n ≠ 0 there. Show that at x

∇ζ = (2/n²)(d∇u − u∇d).

**Solution.** Since n is continuous at x and nonzero there, it is nonzero nearby, and ζ can be differentiated as the product (u − d) · n⁻¹. The gradient of the inverse is

∇(n⁻¹) = −(1/n²)(∇u + ∇d).

The product rule then gives

∇ζ = (1/n)(∇u − ∇d) − ((u − d)/n²)(∇u + ∇d).

Put everything over n² and collect the two gradients:

∇ζ = (1/n²)[(n − u + d)∇u − (n + u − d)∇d].

With n = u + d the first bracket is 2d and the second is 2u, which is the claim.

```lean
/-- Where the spin densities are differentiable and the total density `n` is nonzero, the
polarization has the gradient `∇ζ = (2 / n²) (d ∇u - u ∇d)`. -/
theorem hasGradientAt_polarization {u d : E → ℝ} {x : E}
    (hu : DifferentiableAt ℝ u x) (hd : DifferentiableAt ℝ d x) (hn : u x + d x ≠ 0) :
    HasGradientAt (polarization u d)
      ((2 / (u x + d x) ^ 2) • (d x • gradient u x - u x • gradient d x)) x := by
  have hu' := hu.hasGradientAt.hasFDerivAt
  have hd' := hd.hasGradientAt.hasFDerivAt
  have hm : HasFDerivAt (fun y => u y - d y)
      (toDual ℝ E (gradient u x) - toDual ℝ E (gradient d x)) x := hu'.sub hd'
  have hs : HasFDerivAt (fun y => u y + d y)
      (toDual ℝ E (gradient u x) + toDual ℝ E (gradient d x)) x := hu'.add hd'
  -- derivative of the inverse total density
  have hi : HasFDerivAt (fun y => (u y + d y)⁻¹)
      ((-((u x + d x) ^ 2)⁻¹) •
        (toDual ℝ E (gradient u x) + toDual ℝ E (gradient d x))) x :=
    (hasDerivAt_inv hn).comp_hasFDerivAt x hs
  have hf : polarization u d = fun y => (u y - d y) * (u y + d y)⁻¹ := by
    funext y
    exact div_eq_mul_inv _ _
  rw [hasGradientAt_iff_hasFDerivAt, hf]
  -- product rule, then comparison of the two linear forms on a vector
  refine (hm.mul hi).congr_fderiv ?_
  ext v
  simp
  field_simp
  ring
```

The conclusion `HasGradientAt` says that ζ is differentiable at x and that its gradient is the stated vector. The hypotheses `hu` and `hd` are differentiability at the single point x, and `hn` is n ≠ 0. No sign is imposed on either density, so positive densities are a special case.

The proof follows the same route with derivatives as linear forms; `toDual` turns a gradient vector into the form "scalar product with this vector". The facts `hm` and `hs` differentiate the difference and the sum, and `hi` differentiates the inverse by the chain rule. After the product rule `hm.mul hi`, the two linear forms are compared on an arbitrary vector `v`, where `field_simp` and `ring` collect the terms as above.

## (b) The squared length in terms of the invariants

**Task.** Under the same hypotheses, show that at x

|∇ζ|² = 4(d²σ_uu − 2ud σ_ud + u²σ_dd)/n⁴.

**Solution.** Take the scalar product of the vector in (a) with itself. The prefactor contributes (2/n²)² = 4/n⁴. The rest is

(d∇u − u∇d) · (d∇u − u∇d) = d² ∇u·∇u − ud ∇u·∇d − ud ∇d·∇u + u² ∇d·∇d.

The scalar product is symmetric, so the two mixed terms are equal and add up to −2ud σ_ud. The outer terms are d²σ_uu and u²σ_dd. The square of each density thus multiplies the squared gradient of the other one.

```lean
/-- Where the spin densities are differentiable and the total density `n` is nonzero,
`|∇ζ|² = 4 (d² σ_uu - 2 u d σ_ud + u² σ_dd) / n⁴`. -/
theorem norm_sq_gradient_polarization {u d : E → ℝ} {x : E}
    (hu : DifferentiableAt ℝ u x) (hd : DifferentiableAt ℝ d x) (hn : u x + d x ≠ 0) :
    ‖gradient (polarization u d) x‖ ^ 2 =
      4 * (d x ^ 2 * sigma u u x - 2 * u x * d x * sigma u d x + u x ^ 2 * sigma d d x)
        / (u x + d x) ^ 4 := by
  rw [(hasGradientAt_polarization hu hd hn).gradient, ← real_inner_self_eq_norm_sq]
  -- expand the square; the two mixed terms agree by symmetry
  simp only [inner_sub_left, inner_sub_right, real_inner_smul_left, real_inner_smul_right,
    sigma]
  rw [real_inner_comm (gradient u x) (gradient d x)]
  generalize u x + d x = N
  ring
```

The left side of the statement is the squared norm of the actual gradient of `polarization u d`, and the right side contains only values of u and d at x and the three invariants there.

The first rewriting inserts the gradient from (a) and replaces the squared norm by a scalar product of the vector with itself. The `simp only` step multiplies out that product, and `real_inner_comm` identifies the mixed terms. The total density is then replaced by a single symbol `N`, because the remaining algebra does not use how n is composed, and `ring` finishes it.

## (c) The TPSS variable ξ

**Task.** Let u and d be differentiable at x, with n > 0 there. Show that at x

ξ² = (d²σ_uu − 2ud σ_ud + u²σ_dd) / (n⁴(3π²n)^(2/3)).

**Solution.** Squaring the definition of ξ gives

ξ² = |∇ζ|² / (4(3π²n)^(2/3)),

because the square of a cube root of a nonnegative number is its power 2/3. Insert (b). The factor 4 in the numerator cancels the factor 4 in the denominator, and the claim remains.

```lean
/-- Where the spin densities are differentiable and the total density `n` is positive, the TPSS
variable obeys `ξ² = (d² σ_uu - 2 u d σ_ud + u² σ_dd) / (n⁴ (3π² n)^(2/3))`. -/
theorem tpssXi_sq {u d : E → ℝ} {x : E}
    (hu : DifferentiableAt ℝ u x) (hd : DifferentiableAt ℝ d x) (hn : 0 < u x + d x) :
    tpssXi u d x ^ 2 =
      (d x ^ 2 * sigma u u x - 2 * u x * d x * sigma u d x + u x ^ 2 * sigma d d x)
        / ((u x + d x) ^ 4 * (3 * Real.pi ^ 2 * (u x + d x)) ^ (2 / 3 : ℝ)) := by
  have hk : ∀ K : ℝ, 0 ≤ K → (K ^ (1 / 3 : ℝ)) ^ 2 = K ^ (2 / 3 : ℝ) := by
    intro K hK
    rw [← Real.rpow_natCast, ← Real.rpow_mul hK]
    norm_num
  have hpos : 0 ≤ 3 * Real.pi ^ 2 * (u x + d x) := by positivity
  rw [tpssXi, div_pow, norm_sq_gradient_polarization hu hd hn.ne', mul_pow, hk _ hpos]
  generalize (3 * Real.pi ^ 2 * (u x + d x)) ^ (2 / 3 : ℝ) = K
  generalize u x + d x = N
  ring
```

The total density is now required to be positive, as it must be for the Fermi wave vector to make sense. The individual spin densities still carry no sign condition.

The auxiliary statement `hk` is the rule (K^(1/3))² = K^(2/3) for K ≥ 0, and `hpos` supplies the nonnegativity of 3π²n. The main rewriting squares the quotient and inserts (b). The fractional power and the density are then named `K` and `N`, so that `ring` only has to cancel the numerical factor.

## (d) Bounds without the mixed invariant

**Task.** Suppose σ_ud is not known, but the lengths of ∇u and ∇d are. Let u and d be differentiable at x, with u ≥ 0, d ≥ 0 and n ≠ 0 there. Show that at x

(2/n²) | d|∇u| − u|∇d| | ≤ |∇ζ| ≤ (2/n²)(d|∇u| + u|∇d|).

**Solution.** Put a = d∇u and b = u∇d. By (a), |∇ζ| = (2/n²)|a − b|. The two triangle inequalities say

| |a| − |b| | ≤ |a − b| ≤ |a| + |b|.

Because the densities are nonnegative, |a| = d|∇u| and |b| = u|∇d|. Multiplying through by the positive number 2/n² gives both bounds.

```lean
/-- For differentiable spin densities that are nonnegative at a point of nonzero total density,
`(2 / n²) |d |∇u| - u |∇d|| ≤ |∇ζ| ≤ (2 / n²) (d |∇u| + u |∇d|)`, where `n = u + d`. -/
theorem norm_gradient_polarization_bounds {u d : E → ℝ} {x : E}
    (hu : DifferentiableAt ℝ u x) (hd : DifferentiableAt ℝ d x) (hn : u x + d x ≠ 0)
    (hu0 : 0 ≤ u x) (hd0 : 0 ≤ d x) :
    2 / (u x + d x) ^ 2 * |d x * ‖gradient u x‖ - u x * ‖gradient d x‖|
        ≤ ‖gradient (polarization u d) x‖ ∧
      ‖gradient (polarization u d) x‖
        ≤ 2 / (u x + d x) ^ 2 * (d x * ‖gradient u x‖ + u x * ‖gradient d x‖) := by
  have hc : 0 ≤ 2 / (u x + d x) ^ 2 := by positivity
  have h1 : ‖d x • gradient u x‖ = d x * ‖gradient u x‖ := by
    rw [norm_smul, Real.norm_of_nonneg hd0]
  have h2 : ‖u x • gradient d x‖ = u x * ‖gradient d x‖ := by
    rw [norm_smul, Real.norm_of_nonneg hu0]
  rw [(hasGradientAt_polarization hu hd hn).gradient, norm_smul, Real.norm_of_nonneg hc,
    ← h1, ← h2]
  -- the two triangle inequalities
  exact ⟨mul_le_mul_of_nonneg_left (abs_norm_sub_norm_le _ _) hc,
    mul_le_mul_of_nonneg_left (norm_sub_le _ _) hc⟩
```

The statement joins the two inequalities with `∧`. Nonnegativity is assumed only at x, through `hu0` and `hd0`, and it is what lets the densities come out of the norms in `h1` and `h2` without absolute value signs. The last lines apply the lower triangle inequality, `abs_norm_sub_norm_le`, and the upper one, `norm_sub_le`, each multiplied by the nonnegative prefactor.

## Numbers at one point of the plane

Take u = 3 + 2x₁ and d = 1 + x₁ + x₂ near the origin of a plane with coordinates x₁, x₂. At the origin

u = 3,  d = 1,  n = 4,  ∇u = (2, 0),  ∇d = (1, 1),

so σ_uu = 4, σ_ud = 2 and σ_dd = 2. The formula in (b) gives

|∇ζ|² = 4(1·4 − 2·3·1·2 + 9·2)/4⁴ = 4(4 − 12 + 18)/256 = 5/32.

The vector formula in (a) gives ∇ζ = (1/8)[(2, 0) − 3(1, 1)] = (−1/8, −3/8), whose squared length is 10/64 = 5/32 as well.

Hence |∇ζ| ≈ 0.395. The bounds in (d) are (1/8)|2 − 3√2| ≈ 0.280 and (1/8)(2 + 3√2) ≈ 0.780, and the value lies between them.

For ξ, let the densities be constant along a third coordinate, which leaves all the scalar products unchanged. Then (3π²·4)^(1/3) ≈ 4.91, and ξ ≈ 0.395/(2 · 4.91) ≈ 0.040.

## (e) A fully polarized point

**Task.** Let d be nonnegative everywhere, with d = 0 and u ≠ 0 at x, and let both densities be differentiable at x. Show that at x

∇ζ = 0.

**Solution.** Since d is never negative and is zero at x, it has a minimum there. A differentiable function has zero gradient at a minimum, so ∇d = 0 at x. The total density at x is n = u ≠ 0, so (a) applies:

∇ζ = (2/u²)(0·∇u − u·0) = 0.

The gradient of u may have any value, because it is multiplied by the vanishing density d.

The value d = 0 at x is not enough without a sign condition. On the line, u = 1 and d(y) = y give ζ = (1 − y)/(1 + y), whose derivative at y = 0 is −2.

```lean
/-- If the density `d` is nowhere negative and vanishes at a point where `u` does not, and both
are differentiable there, then the polarization gradient is zero at that point. -/
theorem gradient_polarization_eq_zero_of_fully_polarized {u d : E → ℝ} {x : E}
    (hu : DifferentiableAt ℝ u x) (hd : DifferentiableAt ℝ d x)
    (hpos : ∀ y, 0 ≤ d y) (h0 : d x = 0) (hux : u x ≠ 0) :
    gradient (polarization u d) x = 0 := by
  -- the point is a minimum of `d`, so `∇d` vanishes there
  have hmin : IsLocalMin d x := Filter.Eventually.of_forall (fun y => by
    show d x ≤ d y
    rw [h0]
    exact hpos y)
  have hg : gradient d x = 0 := by
    rw [gradient, hmin.fderiv_eq_zero, map_zero]
  have hn : u x + d x ≠ 0 := by
    rw [h0, add_zero]
    exact hux
  rw [(hasGradientAt_polarization hu hd hn).gradient, hg, h0, zero_smul, smul_zero, sub_zero,
    smul_zero]

end

end TPSSPolarizationGradient
```

The hypothesis `hpos` expresses that d is a density, nonnegative at every point, while `h0` and `hux` say that only the other spin is present at x. In a one-electron system with spin up, such as the hydrogen atom, d vanishes identically, so the statement applies wherever u is nonzero and differentiable.

In the proof, `hmin` records the minimum and `hg` the resulting zero gradient of d. The nonzero total density `hn` follows from `h0` and `hux`, and the final rewriting substitutes both zeros into the formula from (a).

```lean
#print axioms TPSSPolarizationGradient.hasGradientAt_polarization
#print axioms TPSSPolarizationGradient.tpssXi_sq
#print axioms TPSSPolarizationGradient.norm_gradient_polarization_bounds
#print axioms TPSSPolarizationGradient.gradient_polarization_eq_zero_of_fully_polarized
```

```
'TPSSPolarizationGradient.hasGradientAt_polarization' depends on axioms: [propext, Classical.choice, Quot.sound]
'TPSSPolarizationGradient.tpssXi_sq' depends on axioms: [propext, Classical.choice, Quot.sound]
'TPSSPolarizationGradient.norm_gradient_polarization_bounds' depends on axioms: [propext, Classical.choice, Quot.sound]
'TPSSPolarizationGradient.gradient_polarization_eq_zero_of_fully_polarized' depends on axioms: [propext, Classical.choice, Quot.sound]
```
